# The energy levels of a finite-dimensional Hermitian Hamiltonian are real

The theorem `energy_real` says that every energy level of a quantum system with a finite-dimensional Hermitian Hamiltonian is real. In mathematical terms, if a finite complex matrix H is Hermitian and Hv = Ev for some nonzero vector v, then the complex number E equals its own conjugate. The vector v need not be normalised, so the expectation value of H in this state is v†Hv divided by v†v. The attempt evaluates v†Hv twice, with H acting to the right and then to the left, which gives E v†v = E* v†v. It then cancels v†v, for which it must show that this number is not zero.

In Lean, a first try:

```lean
import Mathlib

open Matrix
open scoped ComplexOrder

namespace BohrFrequencies

noncomputable section

variable {n : Type*} [Fintype n]

/-- `E` is an energy level of `H`: some nonzero state `v` satisfies `H v = E v`. -/
def IsEnergyLevel (H : Matrix n n ℂ) (E : ℂ) : Prop :=
  ∃ v : n → ℂ, v ≠ 0 ∧ H *ᵥ v = E • v

/-- The bra of an energy eigenstate is a left eigenvector of a Hermitian `H`. -/
theorem bra_eigen {H : Matrix n n ℂ} (hH : H.IsHermitian) {E : ℂ} {v : n → ℂ}
    (hv : H *ᵥ v = E • v) : star v ᵥ* H = star E • star v := by
  calc star v ᵥ* H = star (H *ᵥ v) := by rw [Matrix.star_mulVec, hH.eq]
    _ = star E • star v := by rw [hv, star_smul]

/-- The energy levels of a Hermitian matrix are real. -/
theorem energy_real {H : Matrix n n ℂ} (hH : H.IsHermitian) {E : ℂ}
    (hE : IsEnergyLevel H E) : star E = E := by
  obtain ⟨v, hv0, hv⟩ := hE
  -- evaluate the expectation value of `H` with `H` acting to the right and to the left
  have h := Matrix.dotProduct_mulVec (star v) H v
  rw [bra_eigen hH hv, hv, dotProduct_smul, smul_dotProduct, smul_eq_mul, smul_eq_mul] at h
  have hs : star v ⬝ᵥ v ≠ 0 := by
    rw [dotProduct_comm]
    exact fun h0 => hv0 (dotProduct_star_self_eq_zero.mp h0)
  exact (mul_right_cancel₀ hs h).symm

end

end BohrFrequencies
```

Lean reports:

```
Main.lean:31:57: error: Application type mismatch: The argument
  h0
has type
  v ⬝ᵥ star v = 0
but is expected to have type
  star v ⬝ᵥ v = 0
in the application
  dotProduct_star_self_eq_zero.mp h0
```

Fix (accepted with no message):

```diff
@@ -24,10 +24,8 @@
     (hE : IsEnergyLevel H E) : star E = E := by
   obtain ⟨v, hv0, hv⟩ := hE
-  -- evaluate the expectation value of `H` with `H` acting to the right and to the left
+  -- evaluate `v† H v` with `H` acting to the right and to the left
   have h := Matrix.dotProduct_mulVec (star v) H v
   rw [bra_eigen hH hv, hv, dotProduct_smul, smul_dotProduct, smul_eq_mul, smul_eq_mul] at h
-  have hs : star v ⬝ᵥ v ≠ 0 := by
-    rw [dotProduct_comm]
-    exact fun h0 => hv0 (dotProduct_star_self_eq_zero.mp h0)
+  have hs : star v ⬝ᵥ v ≠ 0 := fun h0 => hv0 (dotProduct_star_self_eq_zero.mp h0)
   exact (mul_right_cancel₀ hs h).symm
 
```

Diagnosis. The error is in the proof of `hs`, the claim that `star v ⬝ᵥ v` is nonzero. The message says that `h0` has type `v ⬝ᵥ star v = 0`, while `dotProduct_star_self_eq_zero.mp` needs `star v ⬝ᵥ v = 0` in order to conclude that `v` is zero. The two products are equal, but Lean does not accept a proof about one as a proof about the other without a rewrite.

The wrong order came from `rw [dotProduct_comm]`. The goal already had the factors in the order the lemma uses, and the rewrite swapped them, so the hypothesis `h0` taken from the new goal was swapped too.

The repair removes the rewrite and gives the same function directly as the proof of `hs`. Now `h0` has the type the lemma expects. Writing the proof on one line without `by` is mere tidying.

The changed comment has no effect on compilation. It now names `v† H v`, which is more accurate than "expectation value" because `v` is not assumed to be normalised.
